# Levels of a product lattice A ⊗ 1 + 1 ⊗ B, and of the two-leg ladder

If u and v are nonzero eigenvectors of square complex matrices A and B with eigenvalues a and b, then u ⊗ v is a nonzero eigenvector of A ⊗ 1 + 1 ⊗ B with eigenvalue a + b, and every eigenvalue of that matrix is such a sum. When B is a two-site rung with zero on-site energies and hopping matrix element t, the levels of the resulting ladder are exactly the numbers a + t and a − t, with a a level of the leg A.

```lean
import Mathlib

open Matrix
open scoped Kronecker

namespace ProductLattice

noncomputable section

variable {m n : Type*}

/-- `u` is an orbital of the lattice matrix `A` with level `a`: a nonzero vector with
`A u = a u`. -/
structure IsLevel [Fintype m] (A : Matrix m m ℂ) (a : ℂ) (u : m → ℂ) : Prop where
  ne_zero : u ≠ 0
  eigen : A *ᵥ u = a • u

/-- `a` is a level of the lattice matrix `A`: some orbital of `A` has level `a`. -/
def HasLevel [Fintype m] (A : Matrix m m ℂ) (a : ℂ) : Prop :=
  ∃ u, IsLevel A a u

/-- The product orbital `u ⊗ v`, with amplitude `u i * v j` on the site `(i, j)`. -/
def productState (u : m → ℂ) (v : n → ℂ) (p : m × n) : ℂ :=
  u p.1 * v p.2

/-- The product lattice matrix `A ⊗ 1 + 1 ⊗ B` on pairs of sites. -/
def productHam [DecidableEq m] [DecidableEq n] (A : Matrix m m ℂ) (B : Matrix n n ℂ) :
    Matrix (m × n) (m × n) ℂ :=
  A ⊗ₖ (1 : Matrix n n ℂ) + (1 : Matrix m m ℂ) ⊗ₖ B

/-- The two-site rung with hopping `t` and zero on-site energies. -/
def rung (t : ℂ) : Matrix (Fin 2) (Fin 2) ℂ :=
  !![0, t; t, 0]

/-- The two-leg ladder: the product lattice of the leg `A` with the rung of hopping `t`. -/
def ladder [DecidableEq m] (A : Matrix m m ℂ) (t : ℂ) : Matrix (m × Fin 2) (m × Fin 2) ℂ :=
  productHam A (rung t)

/-- The symmetric rung vector `(1, 1)`. -/
def symRung : Fin 2 → ℂ :=
  ![1, 1]

/-- The antisymmetric rung vector `(1, -1)`. -/
def antiRung : Fin 2 → ℂ :=
  ![1, -1]

/-- The product of two nonzero vectors is nonzero. -/
theorem productState_ne_zero {u : m → ℂ} {v : n → ℂ} (hu : u ≠ 0) (hv : v ≠ 0) :
    productState u v ≠ 0 := by
  obtain ⟨i, hi⟩ := Function.ne_iff.mp hu
  obtain ⟨j, hj⟩ := Function.ne_iff.mp hv
  have hi' : u i ≠ 0 := hi
  have hj' : v j ≠ 0 := hj
  intro h
  have h0 : u i * v j = 0 := congrFun h (i, j)
  exact mul_ne_zero hi' hj' h0

/-- The rung exchanges the two amplitudes and multiplies them by `t`. -/
theorem rung_mulVec (t : ℂ) (v : Fin 2 → ℂ) : rung t *ᵥ v = ![t * v 1, t * v 0] := by
  have key : ∀ i, (rung t *ᵥ v) i = rung t i 0 * v 0 + rung t i 1 * v 1 := by
    intro i
    simp only [Matrix.mulVec, dotProduct, Fin.sum_univ_two]
  funext i
  rw [key]
  fin_cases i <;> simp [rung]

/-- The symmetric vector is a rung orbital with level `t`, the antisymmetric vector one
with level `-t`. -/
theorem rung_isLevel (t : ℂ) :
    IsLevel (rung t) t symRung ∧ IsLevel (rung t) (-t) antiRung := by
  refine ⟨⟨fun h => ?_, ?_⟩, ⟨fun h => ?_, ?_⟩⟩
  · simpa [symRung] using congrFun h 0
  · rw [rung_mulVec]
    funext i
    fin_cases i <;> simp [symRung]
  · simpa [antiRung] using congrFun h 0
  · rw [rung_mulVec]
    funext i
    fin_cases i <;> simp [antiRung]

/-- The levels of the rung are exactly `t` and `-t`. -/
theorem hasLevel_rung_iff (t b : ℂ) : HasLevel (rung t) b ↔ b = t ∨ b = -t := by
  constructor
  · rintro ⟨v, hv⟩
    by_contra hb
    obtain ⟨hb1, hb2⟩ := not_or.mp hb
    have hE := hv.eigen
    rw [rung_mulVec] at hE
    have h0 : t * v 1 = b * v 0 := by simpa using congrFun hE 0
    have h1 : t * v 0 = b * v 1 := by simpa using congrFun hE 1
    -- the symmetric and antisymmetric amplitudes both vanish
    have hs' : (b - t) * (v 0 + v 1) = 0 := by linear_combination (-1 : ℂ) * h0 - h1
    have hd' : (b - -t) * (v 0 - v 1) = 0 := by linear_combination h1 - h0
    have hs : v 0 + v 1 = 0 := (mul_eq_zero.mp hs').resolve_left (sub_ne_zero.mpr hb1)
    have hd : v 0 - v 1 = 0 := (mul_eq_zero.mp hd').resolve_left (sub_ne_zero.mpr hb2)
    have hv0 : v 0 = 0 := by linear_combination (1 / 2 : ℂ) * hs + (1 / 2 : ℂ) * hd
    have hv1 : v 1 = 0 := by linear_combination (1 / 2 : ℂ) * hs - (1 / 2 : ℂ) * hd
    apply hv.ne_zero
    funext i
    fin_cases i
    · simpa using hv0
    · simpa using hv1
  · rintro (h | h)
    · rw [h]
      exact ⟨_, (rung_isLevel t).1⟩
    · rw [h]
      exact ⟨_, (rung_isLevel t).2⟩

variable [Fintype m] [Fintype n]

/-- If `K` commutes with `H` and `e` is a level of `H`, then some orbital of `H` with
level `e` is also an orbital of `K`. -/
theorem exists_common_level {K H : Matrix m m ℂ} {e : ℂ} (hc : K * H = H * K)
    (h : HasLevel H e) : ∃ a x, IsLevel K a x ∧ IsLevel H e x := by
  obtain ⟨w, hw⟩ := h
  obtain ⟨S, hS⟩ : ∃ S : Submodule ℂ (m → ℂ), ∀ x, x ∈ S ↔ H *ᵥ x = e • x :=
    ⟨Module.End.eigenspace (Matrix.mulVecLin H) e, fun x => by
      rw [Module.End.mem_eigenspace_iff, Matrix.mulVecLin_apply]⟩
  -- `K` maps the eigenspace of `H` into itself
  have hinv : ∀ x ∈ S, Matrix.mulVecLin K x ∈ S := by
    intro x hx
    have hx' := (hS x).mp hx
    rw [hS, Matrix.mulVecLin_apply]
    calc H *ᵥ (K *ᵥ x) = (H * K) *ᵥ x := by rw [Matrix.mulVec_mulVec]
      _ = (K * H) *ᵥ x := by rw [hc]
      _ = K *ᵥ (H *ᵥ x) := by rw [Matrix.mulVec_mulVec]
      _ = e • (K *ᵥ x) := by rw [hx', Matrix.mulVec_smul]
  have : Nontrivial S :=
    nontrivial_of_ne (⟨w, (hS w).mpr hw.eigen⟩ : S) 0
      (fun h0 => hw.ne_zero (congrArg Subtype.val h0))
  -- over ℂ the restriction of `K` has an eigenvector
  obtain ⟨a, ha⟩ := Module.End.exists_eigenvalue
    (LinearMap.restrict (Matrix.mulVecLin K) hinv : Module.End ℂ S)
  obtain ⟨x, hx⟩ := ha.exists_hasEigenvector
  have hne : x.1 ≠ 0 := fun h0 => hx.2 (Subtype.ext h0)
  have hK : K *ᵥ x.1 = a • x.1 := by
    have h1 := congrArg Subtype.val hx.apply_eq_smul
    exact h1
  exact ⟨a, x.1, ⟨hne, hK⟩, ⟨hne, (hS x.1).mp x.2⟩⟩

/-- `A ⊗ 1` acts as `A` on the first site index at fixed second index. -/
theorem kron_one_mulVec [DecidableEq n] (A : Matrix m m ℂ) (w : m × n → ℂ) (i : m) (j : n) :
    ((A ⊗ₖ (1 : Matrix n n ℂ)) *ᵥ w) (i, j) = (A *ᵥ fun k => w (k, j)) i := by
  simp only [Matrix.mulVec, dotProduct, Matrix.kroneckerMap_apply]
  rw [Fintype.sum_prod_type]
  refine Finset.sum_congr rfl fun k _ => ?_
  simp [Matrix.one_apply]

variable [DecidableEq m] [DecidableEq n]

/-- The product lattice acts as `A` on the first site index plus `B` on the second. -/
theorem productHam_mulVec (A : Matrix m m ℂ) (B : Matrix n n ℂ) (w : m × n → ℂ)
    (i : m) (j : n) :
    (productHam A B *ᵥ w) (i, j)
      = (A *ᵥ fun k => w (k, j)) i + (B *ᵥ fun l => w (i, l)) j := by
  have hright : (((1 : Matrix m m ℂ) ⊗ₖ B) *ᵥ w) (i, j) = (B *ᵥ fun l => w (i, l)) j := by
    simp only [Matrix.mulVec, dotProduct, Matrix.kroneckerMap_apply]
    rw [Fintype.sum_prod_type, Finset.sum_comm]
    refine Finset.sum_congr rfl fun l _ => ?_
    simp [Matrix.one_apply]
  rw [productHam, Matrix.add_mulVec, Pi.add_apply, kron_one_mulVec, hright]

/-- If `u` is an orbital of `A` with level `a` and `v` an orbital of `B` with level `b`,
then `u ⊗ v` is an orbital of the product lattice with level `a + b`. -/
theorem productHam_isLevel {A : Matrix m m ℂ} {B : Matrix n n ℂ} {a b : ℂ}
    {u : m → ℂ} {v : n → ℂ} (hA : IsLevel A a u) (hB : IsLevel B b v) :
    IsLevel (productHam A B) (a + b) (productState u v) := by
  refine ⟨productState_ne_zero hA.ne_zero hB.ne_zero, ?_⟩
  funext p
  obtain ⟨i, j⟩ := p
  -- columns are multiples of `u`, rows are multiples of `v`
  have h1 : (fun k => productState u v (k, j)) = v j • u := by
    funext k
    simp only [productState, Pi.smul_apply, smul_eq_mul]
    ring
  have h2 : (fun l => productState u v (i, l)) = u i • v := by
    funext l
    simp only [productState, Pi.smul_apply, smul_eq_mul]
  rw [productHam_mulVec, h1, h2, Matrix.mulVec_smul, Matrix.mulVec_smul, hA.eigen, hB.eigen]
  simp only [productState, Pi.smul_apply, smul_eq_mul]
  ring

/-- The levels of the product lattice are exactly the sums of a level of `A` and a level
of `B`. -/
theorem hasLevel_productHam_iff (A : Matrix m m ℂ) (B : Matrix n n ℂ) (e : ℂ) :
    HasLevel (productHam A B) e ↔ ∃ a b, HasLevel A a ∧ HasLevel B b ∧ e = a + b := by
  constructor
  · intro h
    have hc : (A ⊗ₖ (1 : Matrix n n ℂ)) * productHam A B
        = productHam A B * (A ⊗ₖ (1 : Matrix n n ℂ)) := by
      simp only [productHam, Matrix.mul_add, Matrix.add_mul, ← Matrix.mul_kronecker_mul,
        Matrix.mul_one, Matrix.one_mul]
    obtain ⟨a, x, hK, hH⟩ := exists_common_level hc h
    obtain ⟨⟨i, j⟩, hij⟩ := Function.ne_iff.mp hK.ne_zero
    have hij' : x (i, j) ≠ 0 := hij
    -- the column through a nonzero entry is an orbital of `A`
    have hcol : (A *ᵥ fun k => x (k, j)) = a • fun k => x (k, j) := by
      funext k
      have h2 := congrFun hK.eigen (k, j)
      rw [kron_one_mulVec] at h2
      exact h2
    -- the row through it is an orbital of `B`
    have hrow : (B *ᵥ fun l => x (i, l)) = (e - a) • fun l => x (i, l) := by
      funext l
      have h1 := congrFun hH.eigen (i, l)
      have h2 := congrFun hK.eigen (i, l)
      rw [productHam_mulVec] at h1
      rw [kron_one_mulVec] at h2
      simp only [Pi.smul_apply, smul_eq_mul] at h1 h2 ⊢
      linear_combination h1 - h2
    exact ⟨a, e - a, ⟨fun k => x (k, j), ⟨fun h0 => hij' (congrFun h0 i), hcol⟩⟩,
      ⟨fun l => x (i, l), ⟨fun h0 => hij' (congrFun h0 j), hrow⟩⟩, by ring⟩
  · rintro ⟨a, b, ⟨u, hu⟩, ⟨v, hv⟩, he⟩
    rw [he]
    exact ⟨_, productHam_isLevel hu hv⟩

/-- An orbital `u` of the leg with level `a` gives the ladder orbitals `u ⊗ (1, 1)` with
level `a + t` and `u ⊗ (1, -1)` with level `a - t`. -/
theorem ladder_isLevel {A : Matrix m m ℂ} {a : ℂ} {u : m → ℂ} (t : ℂ) (h : IsLevel A a u) :
    IsLevel (ladder A t) (a + t) (productState u symRung) ∧
      IsLevel (ladder A t) (a - t) (productState u antiRung) := by
  refine ⟨productHam_isLevel h (rung_isLevel t).1, ?_⟩
  rw [sub_eq_add_neg]
  exact productHam_isLevel h (rung_isLevel t).2

/-- The levels of the ladder are exactly the numbers `a + t` and `a - t` with `a` a level
of the leg. -/
theorem hasLevel_ladder_iff (A : Matrix m m ℂ) (t e : ℂ) :
    HasLevel (ladder A t) e ↔ ∃ a, HasLevel A a ∧ (e = a + t ∨ e = a - t) := by
  unfold ladder
  rw [hasLevel_productHam_iff]
  constructor
  · rintro ⟨a, b, ha, hb, he⟩
    rcases (hasLevel_rung_iff t b).mp hb with h | h
    · exact ⟨a, ha, Or.inl (by linear_combination he + h)⟩
    · exact ⟨a, ha, Or.inr (by linear_combination he + h)⟩
  · rintro ⟨a, ha, h | h⟩
    · exact ⟨a, t, ha, ⟨_, (rung_isLevel t).1⟩, h⟩
    · exact ⟨a, -t, ha, ⟨_, (rung_isLevel t).2⟩, by linear_combination h⟩

/-- For two rungs with hoppings `s` and `t`, the vectors `(1, 1)` and `(1, -1)` are orbitals
with levels `s` and `-t`, and their product is an orbital of the four-site product lattice
with level `s + -t`. -/
theorem productHam_isLevel_witness (s t : ℂ) :
    IsLevel (rung s) s symRung ∧ IsLevel (rung t) (-t) antiRung ∧
      IsLevel (productHam (rung s) (rung t)) (s + -t) (productState symRung antiRung) :=
  ⟨(rung_isLevel s).1, (rung_isLevel t).2,
    productHam_isLevel (rung_isLevel s).1 (rung_isLevel t).2⟩

end

end ProductLattice
```

```lean
#print axioms ProductLattice.ladder_isLevel
#print axioms ProductLattice.hasLevel_ladder_iff
```

```
'ProductLattice.ladder_isLevel' depends on axioms: [propext, Classical.choice, Quot.sound]
'ProductLattice.hasLevel_ladder_iff' depends on axioms: [propext, Classical.choice, Quot.sound]
```

## What the statements say

A lattice is a finite set of sites, the type `m` or `n`. A one-particle Hamiltonian on it is a matrix `Matrix m m ℂ`, and a wave function is a map `m → ℂ` that gives one amplitude per site. `IsLevel A a u` says that u ≠ 0 and A u = a u, so u is an orbital with level a. `HasLevel A a` says that some such u exists, so a is an eigenvalue of A. Orbitals are not normalised. The matrices are arbitrary: no statement assumes that A or B is Hermitian, real or diagonalisable, and levels are complex numbers.

The sites of the product lattice are the pairs (i, j) in `m × n`. The matrix `productHam A B` is

H = A ⊗ 1 + 1 ⊗ B

and `productState u v` is the vector

(u ⊗ v)(i, j) = u(i) v(j).

`productHam_isLevel` takes an orbital u of A with level a and an orbital v of B with level b, and concludes that u ⊗ v is an orbital of H with level a + b, including the statement that it is nonzero. `hasLevel_productHam_iff` has no hypotheses beyond finiteness: a complex number e is a level of H if and only if e = a + b for some level a of A and some level b of B.

The matrix `rung t` has zeros on the diagonal and t in both off-diagonal places, and `ladder A t` is `productHam A (rung t)`. `rung_isLevel` gives the orbitals (1, 1) and (1, −1), named `symRung` and `antiRung`, with levels t and −t, and `hasLevel_rung_iff` says that the rung has no other level. `ladder_isLevel` turns an orbital u of the leg with level a into the ladder orbitals u ⊗ (1, 1) with level a + t and u ⊗ (1, −1) with level a − t. `hasLevel_ladder_iff` says that e is a ladder level if and only if e = a + t or e = a − t for some level a of the leg. `productHam_isLevel_witness` is a concrete instance on four sites: for rungs with hoppings s and t, the vector (1, 1) ⊗ (1, −1) is an orbital with level s − t, written `s + -t`.

The two equivalences concern the set of levels. They do not count multiplicities, and they do not say that the product orbitals span the space or that every orbital of H is a product.

## The physics encoded

The matrix elements of H are

H((i, j), (k, l)) = A(i, k) δ(j, l) + δ(i, k) B(j, l).

A particle hops along the first direction with the amplitudes of A while j stays fixed, or along the second with the amplitudes of B while i stays fixed. A hop that changes both labels has amplitude zero, and the on-site energy at (i, j) is A(i, i) + B(j, j). For finite tight-binding or Hückel models of this separable form, with one orbital per site in an orthonormal basis, the result reduces finding the set of levels of a matrix on pairs of sites to finding the levels of two smaller matrices, which is separation of variables on a lattice.

In the ladder the second label takes the values 0 and 1 and names the leg. Both legs carry the same matrix A, and every site is joined to its partner on the other leg by the same t. Legs with different hoppings, rungs that vary along the ladder and diagonal bonds are not of the form A ⊗ 1 + 1 ⊗ B. A uniform energy offset between the legs is of that form, with unequal diagonal entries in B, so the general theorems cover it, but it is not `ladder A t`, whose rung has zero diagonal. A common on-site energy can be placed on the diagonal of A.

The parameter t is the matrix element itself. In Hückel notation it is β, which is taken negative, so that the symmetric orbital u ⊗ (1, 1) is the lower one of the pair. In the convention that writes this matrix element as −t with t > 0, the symmetric orbital has level a − t and is again the lower one. The theorems do not order the levels, since they are complex numbers. The rung is Hermitian only for real t, because both off-diagonal entries are t and not t and its conjugate. At t = 0 the statements still hold, and the two rung levels coincide.

Infinite lattices, overlap matrices, spin and interactions between electrons are not treated.

## Why it is true

Write an arbitrary vector w on the product lattice as a table w(i, j). Inserting the matrix elements and using the Kronecker deltas to do one of the two sums in each term gives

(H w)(i, j) = Σ_k A(i, k) w(k, j) + Σ_l B(j, l) w(i, l).

The first term is A acting on column j of the table, read at i. The second is B acting on row i, read at j.

For w = u ⊗ v, column j is v(j) u and row i is u(i) v. Hence

(H w)(i, j) = v(j) (A u)(i) + u(i) (B v)(j) = a u(i) v(j) + b u(i) v(j) = (a + b) w(i, j).

Since u and v are nonzero there are sites i and j with u(i) ≠ 0 and v(j) ≠ 0, and then w(i, j) = u(i) v(j) ≠ 0. So w is an orbital with level a + b.

For the converse, let e be a level of H and put K = A ⊗ 1. The rule (P ⊗ Q)(R ⊗ S) = PR ⊗ QS gives

K H = A² ⊗ 1 + A ⊗ B = H K.

Let S be the space of all x with H x = e x, which contains a nonzero vector. For x in S,

H (K x) = K (H x) = e (K x),

so K maps S into S. A linear map of a nonzero finite-dimensional complex space to itself has an eigenvector, so there are a number a and a vector x ≠ 0 with

K x = a x and H x = e x.

In components the first equation is

Σ_k A(i, k) x(k, j) = a x(i, j) for all i and j,

so every column of x satisfies the eigenvalue equation of A with the value a. Subtracting this from the component form of H x = e x leaves

Σ_l B(j, l) x(i, l) = (e − a) x(i, j) for all i and j,

so every row of x satisfies the eigenvalue equation of B with the value e − a. Choose (i, j) with x(i, j) ≠ 0. Column j and row i both contain this entry and are nonzero. Therefore a is a level of A, b = e − a is a level of B, and e = a + b. No basis of eigenvectors of A or B was used.

The rung sends (v₀, v₁) to (t v₁, t v₀). It sends (1, 1) to t (1, 1) and (1, −1) to (−t, t) = −t (1, −1). If v is any orbital with level b, then

t v₁ = b v₀ and t v₀ = b v₁.

The sum and the difference of these equations are

(b − t)(v₀ + v₁) = 0 and (b + t)(v₀ − v₁) = 0.

If b is neither t nor −t, then v₀ + v₁ = 0 and v₀ − v₁ = 0, so v = 0, which is excluded. Taking B to be the rung in the two general results gives the ladder orbitals u ⊗ (1, 1) and u ⊗ (1, −1) and the complete set of ladder levels.

## How the Lean proof follows these steps

`productState_ne_zero` picks the sites i and j with nonzero amplitudes through `Function.ne_iff`, evaluates the supposed zero vector at `(i, j)` and closes with `mul_ne_zero`.

`kron_one_mulVec` and `productHam_mulVec` are the component formula. `Fintype.sum_prod_type` splits the sum over pairs into a double sum, and `Matrix.one_apply` supplies the delta that removes one of them. For the term 1 ⊗ B, in `hright`, `Finset.sum_comm` exchanges the two sums first. The column appears as `fun k => w (k, j)` and the row as `fun l => w (i, l)`.

In `productHam_isLevel`, `h1` and `h2` identify the column with `v j • u` and the row with `u i • v`. `Matrix.mulVec_smul` moves the scalars out, `hA.eigen` and `hB.eigen` insert a and b, and `ring` collects the factor a + b.

`exists_common_level` is the argument about commuting matrices, stated for any K and H with `K * H = H * K`. The submodule `S` is the eigenspace of H at e. The `calc` block in `hinv` is the chain H (K x) = (H K) x = (K H) x = K (H x) = e (K x). The given orbital `w` shows that `S` is nontrivial, and `Module.End.exists_eigenvalue`, applied to the restriction of K to `S`, yields a and x. This is the step that needs ℂ to be algebraically closed.

`hasLevel_productHam_iff` applies this lemma on the pairs of sites. `hc` expands both products with `Matrix.mul_kronecker_mul`, and `hij'` records the nonzero entry. `hcol` reads K x = a x along column j. `hrow` evaluates both eigenvalue equations at `(i, l)`, and `linear_combination h1 - h2` is the subtraction done by hand. The witnesses are `a` and `e - a`. The reverse implication is `productHam_isLevel`.

`rung_mulVec` computes the action of the rung, and `rung_isLevel` checks the two vectors entry by entry. `hasLevel_rung_iff` argues by contradiction: `h0` and `h1` are the two component equations, `hs'` and `hd'` are the two factored equations, and `hv0` and `hv1` recover v₀ = v₁ = 0 as half the sum and half the difference of `hs` and `hd`.

`ladder_isLevel` applies `productHam_isLevel` twice, after writing a − t as a + (−t). `hasLevel_ladder_iff` rewrites with the general equivalence and replaces the level b of the rung by t or −t. The four-site instance is `productHam_isLevel` applied to two parts of `rung_isLevel`.

## Examples and limits

The remarks below are worked out by hand.

The condition u ≠ 0 is needed for the word level to mean anything: the zero vector satisfies A u = a u for every a, and its product with any v vanishes.

For real matrices that are not symmetric, the converse can fail if levels and orbitals are restricted to the real numbers. Let A = B be the real matrix with rows (0, −1) and (1, 0). It has no real eigenvalue, yet w(i, j) = δ(i, j) gives (H w)(i, j) = A(i, j) + A(j, i) = 0, so 0 is a real level of H with a real orbital. Over ℂ it is the sum i + (−i), with i here the imaginary unit. For real symmetric A and B the converse does hold over the real numbers, because their eigenvalues are real and have real eigenvectors.

An orbital of H need not be a product. Two rungs with the same hopping t ≠ 0 form the four-site ring, the Hückel matrix of square cyclobutadiene with zero on-site energy, with levels 2t, 0 and −2t. Both (1, 1) ⊗ (1, −1) and (1, −1) ⊗ (1, 1) have level 0. Their sum has amplitude 2 at (0, 0), −2 at (1, 1) and zero elsewhere. As a table it has rank two, so it is an orbital that does not factorise.

For matrices that cannot be diagonalised, an orbital of H need not even be a combination of product orbitals. Let A = B have rows (0, 1) and (0, 0), with unit vectors e₀ and e₁. The orbitals of A are the nonzero multiples of e₀, so the only product orbital is e₀ ⊗ e₀ up to a factor, while H also annihilates e₀ ⊗ e₁ − e₁ ⊗ e₀.

If the leg is a ring of N ≥ 3 sites with zero on-site energy and real nearest-neighbour hopping s, its levels are 2s cos k with k = 2πq/N for integer q. The ladder then has the two bands 2s cos k + t and 2s cos k − t, and the product of two such rings has the square-lattice form 2s cos k + 2s cos k′. The plane-wave solution of the ring is an input to this statement, and the theorems supply only the addition of levels.
